# A rotation by 120 degrees has integer entries in the hexagonal basis

In the plane, take the unit vectors (1, 0) and (−1/2, √3/2) as a basis; the second is the first turned counterclockwise by 120 degrees. Let `A` be the matrix with these vectors as columns. The theorem `threefold_hexagonal` states that the integer matrix `g` with rows (0, −1) and (1, −1), read in this basis, is the counterclockwise rotation by 120 degrees: the product `A g A⁻¹` is the Cartesian rotation matrix with rows (−1/2, −√3/2) and (√3/2, −1/2). It concerns this one operation and this one basis, with lengths scaled to 1. The attempt writes the product out with explicit matrices, the integer one still under a map to the reals, compares the four entries, and leaves the arithmetic to `simp` and `nlinarith`, with √3 · √3 = 3 as a hypothesis.

Lean 4 with Mathlib refuses this proof:

```lean
import Mathlib

open Matrix

namespace ThreefoldHexagonal

noncomputable section

variable {ι : Type*} [Fintype ι] [DecidableEq ι]

/-- The Cartesian form `A g A⁻¹` of an operation `g` that is given in the coordinates of the
basis formed by the columns of `A`. -/
def cartesian (A g : (Matrix ι ι ℝ)ˣ) : Matrix ι ι ℝ :=
  (A : Matrix ι ι ℝ) * (g : Matrix ι ι ℝ) * ((A⁻¹ : (Matrix ι ι ℝ)ˣ) : Matrix ι ι ℝ)

/-- An invertible integer matrix, read as an invertible real matrix. -/
def toReal : (Matrix ι ι ℤ)ˣ →* (Matrix ι ι ℝ)ˣ :=
  Units.map ((Int.castRingHom ℝ).mapMatrix : Matrix ι ι ℤ →+* Matrix ι ι ℝ).toMonoidHom

/-- The integer matrix with rows `(0, -1)` and `(1, -1)`, together with its inverse. -/
def threefold : (Matrix (Fin 2) (Fin 2) ℤ)ˣ where
  val := !![0, -1; 1, -1]
  inv := !![-1, 1; -1, 0]
  val_inv := by decide
  inv_val := by decide

/-- The hexagonal basis: two unit vectors at an angle of 120 degrees, as columns. -/
def hexagonal : (Matrix (Fin 2) (Fin 2) ℝ)ˣ where
  val := !![1, -1 / 2; 0, √3 / 2]
  inv := !![1, √3 / 3; 0, 2 * √3 / 3]
  val_inv := by
    have h : √3 * √3 = (3 : ℝ) := Real.mul_self_sqrt (by norm_num)
    ext i j
    fin_cases i <;> fin_cases j <;> simp [Matrix.mul_apply, Fin.sum_univ_succ] <;> nlinarith [h]
  inv_val := by
    have h : √3 * √3 = (3 : ℝ) := Real.mul_self_sqrt (by norm_num)
    ext i j
    fin_cases i <;> fin_cases j <;> simp [Matrix.mul_apply, Fin.sum_univ_succ] <;> nlinarith [h]

/-- In the hexagonal basis the integer matrix `threefold` is the rotation by 120 degrees. -/
theorem threefold_hexagonal :
    cartesian hexagonal (toReal threefold) = !![-1 / 2, -√3 / 2; √3 / 2, -1 / 2] := by
  have h : √3 * √3 = (3 : ℝ) := Real.mul_self_sqrt (by norm_num)
  change !![1, -1 / 2; 0, √3 / 2] *
    (!![0, -1; 1, -1] : Matrix (Fin 2) (Fin 2) ℤ).map (fun z : ℤ => (z : ℝ)) *
    !![1, √3 / 3; 0, 2 * √3 / 3] = _
  ext i j
  fin_cases i <;> fin_cases j <;> simp [Matrix.mul_apply, Fin.sum_univ_succ] <;> nlinarith [h]

end

end ThreefoldHexagonal
```

The compiler's answer:

```
Main.lean:48:81: error: linarith failed to find a contradiction
case «0».«0».h1
h : √3 * √3 = 3
a✝ : (![1, -1 / 2] ᵥ* !![0, -1; 1, -1].map fun z => ↑z) 0 < -1 / 2
⊢ False
failed
Main.lean:48:81: error: linarith failed to find a contradiction
case «0».«1».h1
h : √3 * √3 = 3
a✝ :
  (![1, -1 / 2] ᵥ* !![0, -1; 1, -1].map fun z => ↑z) 0 * (√3 / 3) +
      (![1, -1 / 2] ᵥ* !![0, -1; 1, -1].map fun z => ↑z) 1 * (2 * √3 / 3) <
    -√3 / 2
⊢ False
failed
Main.lean:48:81: error: linarith failed to find a contradiction
case «1».«0».h1
h : √3 * √3 = 3
a✝ : (![0, √3 / 2] ᵥ* !![0, -1; 1, -1].map fun z => ↑z) 0 < √3 / 2
⊢ False
failed
Main.lean:48:81: error: linarith failed to find a contradiction
case «1».«1».h1
h : √3 * √3 = 3
a✝ :
  (![0, √3 / 2] ᵥ* !![0, -1; 1, -1].map fun z => ↑z) 0 * (√3 / 3) +
      (![0, √3 / 2] ᵥ* !![0, -1; 1, -1].map fun z => ↑z) 1 * (2 * √3 / 3) <
    -1 / 2
⊢ False
failed
```

What went wrong. All four messages, one for each entry, show the same obstacle. After `simp`, the goals still contain a row of `A` multiplied by the integer matrix under `.map`, as in `![1, -1 / 2] ᵥ* !![0, -1; 1, -1].map …`. `nlinarith` does not compute such a product; it treats its components as unknown numbers, and the fact about √3 says nothing about them.

The new fact `hm` shows, entry by entry, that the mapped integer matrix equals the real matrix `!![0, -1; 1, -1]`. Rewriting with it makes all three factors explicit 2 × 2 matrices, the form that `Matrix.mul_fin_two` needs. Using that lemma twice carries out both multiplications, so the entries are now ordinary expressions in numbers and √3, which `simp` and `nlinarith` can settle. Dropping `Matrix.mul_apply` and `Fin.sum_univ_succ` from the last `simp` is mere tidying, since no matrix product is left to expand.

Lean accepts the file once it reads:

```diff
@@ -45,6 +45,11 @@
     (!![0, -1; 1, -1] : Matrix (Fin 2) (Fin 2) ℤ).map (fun z : ℤ => (z : ℝ)) *
     !![1, √3 / 3; 0, 2 * √3 / 3] = _
+  have hm : (!![0, -1; 1, -1] : Matrix (Fin 2) (Fin 2) ℤ).map (fun z : ℤ => (z : ℝ)) =
+      !![0, -1; 1, -1] := by
+    ext i j
+    fin_cases i <;> fin_cases j <;> simp
+  rw [hm, Matrix.mul_fin_two, Matrix.mul_fin_two]
   ext i j
-  fin_cases i <;> fin_cases j <;> simp [Matrix.mul_apply, Fin.sum_univ_succ] <;> nlinarith [h]
+  fin_cases i <;> fin_cases j <;> simp <;> nlinarith [h]
 
 end
```
